# The Clifford transformation built from tapering pairs is Hermitian and squares to one

In qubit tapering, a Clifford transformation U is built as a product of factors (sᵢ + tᵢ)/√2, and `clifford_herm_sq` states that U is Hermitian and that U² = 1. The sᵢ and tᵢ form two finite families of Hermitian involutions in a real star-algebra, and all of them commute with each other except that each sᵢ anticommutes with its own partner tᵢ. The proof first shows that the factors commute with each other, then goes by induction on the list of indices, splitting off the first factor F from the product P of the rest. For the square it means to regroup F P F P as F F P P, where F F = 1 because s and t anticommute and P P = 1 by the induction hypothesis.

An attempt in Lean 4 with a fault in it:

```lean
import Mathlib

open Matrix
open scoped Kronecker

namespace CliffordHermSq

noncomputable section

/-- Two families of Hermitian involutions `s i` and `t i` that all commute with each other,
except that `s i` anticommutes with its partner `t i`. -/
structure TaperingPairs {k : ℕ} {A : Type*} [Ring A] [StarRing A] (s t : Fin k → A) : Prop where
  s_herm : ∀ i, star (s i) = s i
  t_herm : ∀ i, star (t i) = t i
  s_sq : ∀ i, s i * s i = 1
  t_sq : ∀ i, t i * t i = 1
  s_comm : ∀ i j, s i * s j = s j * s i
  t_comm : ∀ i j, t i * t j = t j * t i
  st_comm : ∀ i j, i ≠ j → s i * t j = t j * s i
  st_anti : ∀ i, s i * t i = -(t i * s i)

variable {k : ℕ} {A : Type*} [Ring A] [Algebra ℝ A]

/-- The single factor `(s + t)/√2`. -/
def factor (s t : A) : A := (Real.sqrt 2)⁻¹ • (s + t)

/-- The transformation `U`, the ordered product of the factors `(s i + t i)/√2`. -/
def taperingClifford (s t : Fin k → A) : A :=
  ((List.finRange k).map fun i => factor (s i) (t i)).prod

/-- For anticommuting involutions `s` and `t`, the factor `(s + t)/√2` squares to one. -/
theorem factor_sq {s t : A} (hs : s * s = 1) (ht : t * t = 1) (hst : s * t = -(t * s)) :
    factor s t * factor s t = 1 := by
  -- the cross terms cancel
  have h : (s + t) * (s + t) = (2 : ℝ) • (1 : A) := by
    rw [add_mul, mul_add, mul_add, hs, ht, hst, two_smul]
    abel
  have hc : (Real.sqrt 2)⁻¹ * (Real.sqrt 2)⁻¹ * 2 = 1 := by
    rw [← mul_inv, Real.mul_self_sqrt (by norm_num)]
    norm_num
  unfold factor
  rw [smul_mul_smul_comm, h, smul_smul, hc, one_smul]

/-- An operator that commutes with `s` and with `t` commutes with the factor `(s + t)/√2`. -/
theorem commute_factor {x s t : A} (hs : Commute x s) (ht : Commute x t) :
    Commute x (factor s t) :=
  (hs.add_right ht).smul_right _

omit [Algebra ℝ A] in
private theorem commute_prod {x : A} {f : Fin k → A} (l : List (Fin k))
    (h : ∀ i ∈ l, Commute x (f i)) : Commute x (l.map f).prod := by
  induction l with
  | nil => simp
  | cons a l ih =>
    rw [List.map_cons, List.prod_cons]
    exact (h a (by simp)).mul_right (ih fun i hi => h i (by simp [hi]))

variable [StarRing A] [StarModule ℝ A]

/-- For tapering pairs, the product `U` of the factors `(s i + t i)/√2` is Hermitian and squares to
one. -/
theorem clifford_herm_sq {s t : Fin k → A} (h : TaperingPairs s t) :
    star (taperingClifford s t) = taperingClifford s t ∧
      taperingClifford s t * taperingClifford s t = 1 := by
  -- all factors commute with each other
  have hW : ∀ i j, Commute (factor (s i) (t i)) (factor (s j) (t j)) := by
    intro i j
    by_cases hij : i = j
    · subst hij
      exact Commute.refl _
    · exact commute_factor
        (commute_factor (h.s_comm j i) (h.st_comm j i (Ne.symm hij))).symm
        (commute_factor (h.st_comm i j hij).symm (h.t_comm j i)).symm
  unfold taperingClifford
  induction List.finRange k with
  | nil => simp
  | cons a l ih =>
    obtain ⟨ih1, ih2⟩ := ih
    have hc := commute_prod (f := fun i => factor (s i) (t i)) l fun i _ => hW a i
    have hstar : star (factor (s a) (t a)) = factor (s a) (t a) := by
      simp [factor, star_smul, h.s_herm, h.t_herm]
    rw [List.map_cons, List.prod_cons]
    constructor
    · rw [star_mul, ih1, hstar]
      exact hc.eq.symm
    · rw [hc.mul_mul_mul_comm, factor_sq (h.s_sq a) (h.t_sq a) (h.st_anti a), ih2, one_mul]

end

end CliffordHermSq
```

The error:

```
Main.lean:86:10: error: Tactic `rewrite` failed: Did not find an occurrence of the pattern
  ?a * factor (s a) (t a) * ((List.map (fun i => factor (s i) (t i)) l).prod * ?d)
in the target expression
  factor (s a) (t a) * (List.map (fun i => factor (s i) (t i)) l).prod *
      (factor (s a) (t a) * (List.map (fun i => factor (s i) (t i)) l).prod) =
    1

case cons.right
k : ℕ
A : Type u_1
inst✝³ : Ring A
inst✝² : Algebra ℝ A
inst✝¹ : StarRing A
inst✝ : StarModule ℝ A
s t : Fin k → A
h : TaperingPairs s t
hW : ∀ (i j : Fin k), Commute (factor (s i) (t i)) (factor (s j) (t j))
a : Fin k
l : List (Fin k)
ih1 : star (List.map (fun i => factor (s i) (t i)) l).prod = (List.map (fun i => factor (s i) (t i)) l).prod
ih2 : (List.map (fun i => factor (s i) (t i)) l).prod * (List.map (fun i => factor (s i) (t i)) l).prod = 1
hc : Commute (factor (s a) (t a)) (List.map (fun i => factor (s i) (t i)) l).prod
hstar : star (factor (s a) (t a)) = factor (s a) (t a)
⊢ factor (s a) (t a) * (List.map (fun i => factor (s i) (t i)) l).prod *
      (factor (s a) (t a) * (List.map (fun i => factor (s i) (t i)) l).prod) =
    1
```

What went wrong. The error is in the regrouping step. Given a proof of `Commute b c`, the lemma `Commute.mul_mul_mul_comm` rewrites `a * b * (c * d)` to `a * c * (b * d)`, so `b` and `c` must be the two inner elements of the product, in the order in which they stand there.

The goal is `F * P * (F * P) = 1`, whose inner elements are P and then F. But `hc` says `Commute F P`, so the rewrite looks for `?a * F * (P * ?d)`, as the message shows, and finds no such product. That F and P commute makes no difference here, since `rw` matches the pattern as it is written.

`hc.symm` is the same fact stated as `Commute P F`. The pattern becomes `?a * P * (F * ?d)`, which matches the goal and turns its left side into `F * F * (P * P)`. `factor_sq` and `ih2` then replace the two squares by 1, and `one_mul` finishes the proof.

The mended proof, as a diff:

```diff
@@ -84,5 +84,5 @@
     · rw [star_mul, ih1, hstar]
       exact hc.eq.symm
-    · rw [hc.mul_mul_mul_comm, factor_sq (h.s_sq a) (h.t_sq a) (h.st_anti a), ih2, one_mul]
+    · rw [hc.symm.mul_mul_mul_comm, factor_sq (h.s_sq a) (h.t_sq a) (h.st_anti a), ih2, one_mul]
 
 end
```
